# Linear interpolation in energy: its second-derivative error and the linearised LAPW form as its limit

Setting up an LAPW calculation includes choosing an energy parameter $E$ for each angular momentum in each atomic sphere. The radial solution at a nearby band energy $x$ is then represented with the help of two functions, the solution at $E$ and its energy derivative. With coefficients $1$ and $x-E$ this representation is a straight line in energy, and its error is the part of the energy dependence that the line misses.

To isolate that part, fix a radius $r$ in the sphere and let $f(\varepsilon)$ be the radial amplitude $u_l(r,\varepsilon)$ as a function of energy $\varepsilon$, with the potential held fixed and with normalisation and sign chosen so that $f$ is twice differentiable over the energies considered. A straight line through the values of $f$ at two distinct energies $E_1$ and $E_2$ misses $f(x)$ by

$$\tfrac12 f''(y)\,(x-E_1)(x-E_2)$$

for some energy $y$ in the smallest interval containing $x$, $E_1$ and $E_2$. When $E_2$ tends to $E_1$, the line becomes the linearised form $f(E_1)+(x-E_1)f'(E_1)$. Both statements concern a single real function of energy; they do not bound the error of a band energy, which also depends on the variational calculation.

```lean
import Mathlib

open Set Filter Topology

namespace LAPWEnergyInterpolation

noncomputable section
```

## The line through two energies

The slope of the line is the difference quotient

$$s=\frac{f(E_2)-f(E_1)}{E_2-E_1},\qquad L(x)=f(E_1)+(x-E_1)\,s .$$

At $x=E_1$ this gives $f(E_1)$, and at $x=E_2$ it gives $f(E_2)$. In Lean, $L(x)$ is `interpolant f E₁ E₂ x`, with energies and amplitudes as real numbers in any fixed units.

```lean
/-- The linear interpolant in energy of `f` through its values at `E₁` and `E₂`,
evaluated at `x`; its domain is `E₁ ≠ E₂`. -/
def interpolant (f : ℝ → ℝ) (E₁ E₂ x : ℝ) : ℝ :=
  f E₁ + (x - E₁) * ((f E₂ - f E₁) / (E₂ - E₁))
```

The unknown energy $y$ will be located in the closed interval from the smallest to the largest of $x$, $E_1$ and $E_2$. Since $x$ may lie outside the two interpolation energies, extrapolation is covered too.

```lean
/-- The smallest closed energy interval containing `x`, `E₁` and `E₂`. -/
abbrev energyWindow (x E₁ E₂ : ℝ) : Set ℝ :=
  Icc (min x (min E₁ E₂)) (max x (max E₁ E₂))
```

## Subtracting a parabola

The argument compares $f$ with a quadratic. For constants $A$, $B$, $K$ and a reference energy $E$,

$$\frac{d}{dt}\Big[f(t)-A-B(t-E)-K(t-E)^2\Big]=f'(t)-B-2K(t-E).$$

The expression `HasDerivAt f m t` says that $f$ has derivative $m$ at the energy $t$. The lemma assembles the derivative from the sum and product rules, and `ring` brings it to the form above.

```lean
/-- First derivative in energy of the difference between `f` and a quadratic. -/
theorem hasDerivAt_sub_quadratic {f : ℝ → ℝ} {m t : ℝ} (A B K E : ℝ)
    (hf : HasDerivAt f m t) :
    HasDerivAt (fun t => f t - (A + B * (t - E) + K * ((t - E) * (t - E))))
      (m - (B + 2 * K * (t - E))) t := by
  have hu : HasDerivAt (fun t : ℝ => t - E) 1 t := (hasDerivAt_id' t).sub_const E
  exact (hf.fun_sub (((hu.const_mul B).const_add A).fun_add
    ((hu.fun_mul hu).const_mul K))).congr_deriv (by ring)
```

A second differentiation leaves

$$\frac{d}{dt}\Big[f'(t)-B-2K(t-E)\Big]=f''(t)-2K .$$

The next lemma is stated for a general function `f`; it will be applied to the first derivative.

```lean
/-- Derivative in energy of the difference between `f` and a linear function. -/
theorem hasDerivAt_sub_linear {f : ℝ → ℝ} {m t : ℝ} (B K E : ℝ)
    (hf : HasDerivAt f m t) :
    HasDerivAt (fun t => f t - (B + 2 * K * (t - E))) (m - 2 * K) t := by
  have hu : HasDerivAt (fun t : ℝ => t - E) 1 t := (hasDerivAt_id' t).sub_const E
  exact (hf.fun_sub ((hu.const_mul (2 * K)).const_add B)).congr_deriv (by ring)
```

## Three zeros force a zero of the second derivative

Suppose that $g$ is twice differentiable on the interval from $a$ to $c$ and vanishes at $a<b<c$. Rolle's theorem gives $p$ between $a$ and $b$, and $q$ between $b$ and $c$, with $g'(p)=g'(q)=0$. Since $p<b<q$, Rolle's theorem applied to $g'$ gives $y$ between $p$ and $q$ with $g''(y)=0$.

The three calls of `exists_hasDerivAt_eq_zero` are these three uses of Rolle's theorem. The continuity that each one requires follows from differentiability.

```lean
/-- A function of energy with three zeros `a < b < c` has a zero of its second
derivative between `a` and `c`. -/
theorem rolle_three_nodes {g g' g'' : ℝ → ℝ} {a b c : ℝ} (hab : a < b) (hbc : b < c)
    (h1 : ∀ t ∈ Icc a c, HasDerivAt g (g' t) t)
    (h2 : ∀ t ∈ Icc a c, HasDerivAt g' (g'' t) t)
    (ga : g a = 0) (gb : g b = 0) (gc : g c = 0) : ∃ y ∈ Icc a c, g'' y = 0 := by
  obtain ⟨p, hp, hp0⟩ := exists_hasDerivAt_eq_zero (f := g) (f' := g') hab
    (fun t ht => (h1 t ⟨ht.1, ht.2.trans hbc.le⟩).continuousAt.continuousWithinAt)
    (ga.trans gb.symm) (fun t ht => h1 t ⟨ht.1.le, (ht.2.trans hbc).le⟩)
  obtain ⟨q, hq, hq0⟩ := exists_hasDerivAt_eq_zero (f := g) (f' := g') hbc
    (fun t ht => (h1 t ⟨hab.le.trans ht.1, ht.2⟩).continuousAt.continuousWithinAt)
    (gb.trans gc.symm) (fun t ht => h1 t ⟨(hab.trans ht.1).le, ht.2.le⟩)
  -- the first derivative vanishes at p < q, so Rolle applies once more
  obtain ⟨y, hy, hy0⟩ := exists_hasDerivAt_eq_zero (f := g') (f' := g'')
    (hp.2.trans hq.1)
    (fun t ht => (h2 t ⟨hp.1.le.trans ht.1,
      ht.2.trans hq.2.le⟩).continuousAt.continuousWithinAt)
    (hp0.trans hq0.symm)
    (fun t ht => h2 t ⟨(hp.1.trans ht.1).le, (ht.2.trans hq.2).le⟩)
  exact ⟨y, ⟨(hp.1.trans hy.1).le, (hy.2.trans hq.2).le⟩, hy0⟩
```

## The error at an arbitrary energy

If $x$ equals $E_1$ or $E_2$, both sides of the error formula vanish and any $y$ in the interval will do. Otherwise define

$$K=\frac{f(x)-L(x)}{(x-E_1)(x-E_2)},\qquad g(t)=f(t)-L(t)-K(t-E_1)(t-E_2).$$

Then $g$ vanishes at $E_1$ and $E_2$, because $L$ agrees with $f$ there, and at $x$ by the choice of $K$. The three zeros give an energy $y$ with $0=g''(y)=f''(y)-2K$. Hence

$$f(x)-L(x)=K(x-E_1)(x-E_2)=\tfrac12 f''(y)(x-E_1)(x-E_2).$$

In the theorem, the functions `f'` and `f''` are supplied together with the hypotheses `h1` and `h2`, which make them the first and second derivatives at every energy of the interval. A $C^2$ function satisfies these hypotheses, but continuity of $f''$ is not required. Nothing is asked of $f$ away from the interval. The formula therefore also applies to a logarithmic derivative at the sphere boundary, provided that the interval contains none of its poles and the differentiability hypotheses hold.

The code writes $g$ in powers of $t-E_1$, using

$$(t-E_1)(t-E_2)=(t-E_1)^2-(E_2-E_1)(t-E_1),$$

so the linear coefficient becomes `s - K * (E₂ - E₁)`. The auxiliary statement `key` applies the three-zero lemma to an ordered triple. Three pairwise comparisons then produce eight cases: six are the possible orders of the energies, and `linarith` rejects the two contradictory ones.

```lean
/-- Error of two-energy linear interpolation: at every energy `x` it equals
`f''(y) (x - E₁) (x - E₂) / 2` for some `y` in the smallest interval containing
`x`, `E₁` and `E₂`. -/
theorem interpolation_error {f f' f'' : ℝ → ℝ} {E₁ E₂ : ℝ} (hE : E₁ ≠ E₂) (x : ℝ)
    (h1 : ∀ t ∈ energyWindow x E₁ E₂, HasDerivAt f (f' t) t)
    (h2 : ∀ t ∈ energyWindow x E₁ E₂, HasDerivAt f' (f'' t) t) :
    ∃ y ∈ energyWindow x E₁ E₂,
      f x - interpolant f E₁ E₂ x = f'' y * (x - E₁) * (x - E₂) / 2 := by
  have mx : x ∈ energyWindow x E₁ E₂ := ⟨min_le_left _ _, le_max_left _ _⟩
  have m1 : E₁ ∈ energyWindow x E₁ E₂ :=
    ⟨(min_le_right _ _).trans (min_le_left _ _), (le_max_left _ _).trans (le_max_right _ _)⟩
  have m2 : E₂ ∈ energyWindow x E₁ E₂ :=
    ⟨(min_le_right _ _).trans (min_le_right _ _), (le_max_right _ _).trans (le_max_right _ _)⟩
  obtain ⟨s, hs⟩ : ∃ s, s = (f E₂ - f E₁) / (E₂ - E₁) := ⟨_, rfl⟩
  have hL : interpolant f E₁ E₂ x = f E₁ + (x - E₁) * s := by rw [hs]; rfl
  have hs2 : s * (E₂ - E₁) = f E₂ - f E₁ := by
    rw [hs]; exact div_mul_cancel₀ _ (sub_ne_zero.mpr hE.symm)
  rw [hL]
  by_cases hx1 : x = E₁
  · exact ⟨x, mx, by rw [hx1]; ring⟩
  by_cases hx2 : x = E₂
  · exact ⟨x, mx, by rw [hx2]; linear_combination -hs2⟩
  -- K makes the quadratic through E₁ and E₂ agree with f at x as well
  obtain ⟨K, hK⟩ : ∃ K, f x - (f E₁ + (x - E₁) * s) = K * ((x - E₁) * (x - E₂)) :=
    ⟨_, (div_mul_cancel₀ _
      (mul_ne_zero (sub_ne_zero.mpr hx1) (sub_ne_zero.mpr hx2))).symm⟩
  let g : ℝ → ℝ := fun t =>
    f t - (f E₁ + (s - K * (E₂ - E₁)) * (t - E₁) + K * ((t - E₁) * (t - E₁)))
  have g1 : g E₁ = 0 := by simp only [g]; ring
  have g2 : g E₂ = 0 := by simp only [g]; linear_combination -hs2
  have gx : g x = 0 := by simp only [g]; linear_combination hK
  have key : ∀ a b c, a < b → b < c → a ∈ energyWindow x E₁ E₂ →
      c ∈ energyWindow x E₁ E₂ → g a = 0 → g b = 0 → g c = 0 →
      ∃ y ∈ energyWindow x E₁ E₂, f'' y = 2 * K := by
    intro a b c hab hbc ha hc ga gb gc
    obtain ⟨y, hy, hy0⟩ := rolle_three_nodes (g := g)
      (g' := fun t => f' t - ((s - K * (E₂ - E₁)) + 2 * K * (t - E₁)))
      (g'' := fun t => f'' t - 2 * K) hab hbc
      (fun t ht => hasDerivAt_sub_quadratic _ _ _ _
        (h1 t ⟨ha.1.trans ht.1, ht.2.trans hc.2⟩))
      (fun t ht => hasDerivAt_sub_linear _ _ _
        (h2 t ⟨ha.1.trans ht.1, ht.2.trans hc.2⟩)) ga gb gc
    exact ⟨y, ⟨ha.1.trans hy.1, hy.2.trans hc.2⟩, sub_eq_zero.mp hy0⟩
  -- the three energies may come in any order
  have hy : ∃ y ∈ energyWindow x E₁ E₂, f'' y = 2 * K := by
    rcases lt_or_gt_of_ne hE with h | h <;> rcases lt_or_gt_of_ne hx1 with h' | h' <;>
      rcases lt_or_gt_of_ne hx2 with h'' | h''
    · exact key x E₁ E₂ h' h mx m2 gx g1 g2
    · linarith
    · exact key E₁ x E₂ h' h'' m1 m2 g1 gx g2
    · exact key E₁ E₂ x h h'' m1 mx g1 g2 gx
    · exact key x E₂ E₁ h'' h mx m1 gx g2 g1
    · exact key E₂ x E₁ h'' h' m2 m1 g2 gx g1
    · linarith
    · exact key E₂ E₁ x h h' m2 mx g2 g1 gx
  obtain ⟨y, hyW, hyK⟩ := hy
  exact ⟨y, hyW, by rw [hyK]; linear_combination hK⟩
```

## Letting the two energies merge

With $x$ and $E_1$ fixed, $E_2$ enters $L(x)$ only through the difference quotient, so

$$\lim_{E_2\to E_1}L(x)=f(E_1)+(x-E_1)\lim_{E_2\to E_1}\frac{f(E_2)-f(E_1)}{E_2-E_1}
=f(E_1)+(x-E_1)f'(E_1).$$

This needs only a first derivative at $E_1$, called `m` in the theorem. The filter `𝓝[≠] E₁` lets $E_2$ approach from either side without ever equalling $E_1$. The proof starts from the convergence of the slope, multiplies by $x-E_1$ and adds $f(E_1)$.

For the radial amplitude, the limit is $u_l(r,E_1)+(x-E_1)\,\dot u_l(r,E_1)$, where the dot denotes the energy derivative. An LAPW basis function combines the same two radial functions, but with coefficients set by matching at the sphere boundary.

```lean
/-- As the second energy tends to the first, the interpolant tends to the
linearised form built from the value and the energy derivative at `E₁`. -/
theorem interpolant_tendsto_linearised {f : ℝ → ℝ} {m E₁ : ℝ} (hf : HasDerivAt f m E₁)
    (x : ℝ) :
    Tendsto (fun E₂ => interpolant f E₁ E₂ x) (𝓝[≠] E₁) (𝓝 (f E₁ + (x - E₁) * m)) := by
  have h := ((hasDerivAt_iff_tendsto_slope.mp hf).const_mul (x - E₁)).const_add (f E₁)
  refine h.congr (fun E₂ => ?_)
  simp only [interpolant, slope_def_field]
```

## The error of the linearised form

The form built at one energy $E$ has its own error formula, valid when $f$ is twice differentiable on the closed interval between $E$ and $x$. For $x\neq E$ set

$$K=\frac{f(x)-f(E)-(x-E)f'(E)}{(x-E)^2},$$

$$g(t)=f(t)-f(E)-f'(E)(t-E)-K(t-E)^2 .$$

Now $g(E)=g(x)=0$ and also $g'(E)=0$. Rolle's theorem gives $p$ strictly between $E$ and $x$ with $g'(p)=0$. Applied to $g'$ between $E$ and $p$, it gives $y$ with $f''(y)=2K$, and therefore

$$f(x)-f(E)-(x-E)f'(E)=\tfrac12 f''(y)(x-E)^2 .$$

For $x=E$ both sides are zero. The set `uIcc E x` is the closed interval between $E$ and $x$ in whichever order they come, and the two branches of the proof treat $x$ below and above $E$. When $f$ is the amplitude at a chosen radius, the energy $y$ may change with that radius.

```lean
/-- Error of the form linearised at a single energy `E`: it equals
`f''(y) (x - E)² / 2` for some `y` between `E` and `x`. -/
theorem linearisation_error {f f' f'' : ℝ → ℝ} (E x : ℝ)
    (h1 : ∀ t ∈ uIcc E x, HasDerivAt f (f' t) t)
    (h2 : ∀ t ∈ uIcc E x, HasDerivAt f' (f'' t) t) :
    ∃ y ∈ uIcc E x, f x - (f E + (x - E) * f' E) = f'' y * (x - E) ^ 2 / 2 := by
  by_cases hx : x = E
  · exact ⟨E, left_mem_uIcc, by rw [hx]; ring⟩
  obtain ⟨K, hK⟩ : ∃ K, f x - (f E + (x - E) * f' E) = K * (x - E) ^ 2 :=
    ⟨_, (div_mul_cancel₀ _ (pow_ne_zero 2 (sub_ne_zero.mpr hx))).symm⟩
  let g : ℝ → ℝ := fun t => f t - (f E + f' E * (t - E) + K * ((t - E) * (t - E)))
  let g' : ℝ → ℝ := fun t => f' t - (f' E + 2 * K * (t - E))
  have d1 : ∀ t ∈ uIcc E x, HasDerivAt g (g' t) t :=
    fun t ht => hasDerivAt_sub_quadratic _ _ _ _ (h1 t ht)
  have d2 : ∀ t ∈ uIcc E x, HasDerivAt g' (f'' t - 2 * K) t :=
    fun t ht => hasDerivAt_sub_linear _ _ _ (h2 t ht)
  have gE : g E = 0 := by simp only [g]; ring
  have gx : g x = 0 := by simp only [g]; linear_combination hK
  have gE' : g' E = 0 := by simp only [g']; ring
  -- E is a double zero of g: Rolle for g, then for its derivative
  have hy : ∃ y ∈ uIcc E x, f'' y - 2 * K = 0 := by
    rcases lt_or_gt_of_ne hx with h | h
    · rw [uIcc_of_ge h.le] at d1 d2 ⊢
      obtain ⟨p, hp, hp0⟩ := exists_hasDerivAt_eq_zero (f := g) (f' := g') h
        (fun t ht => (d1 t ht).continuousAt.continuousWithinAt) (gx.trans gE.symm)
        (fun t ht => d1 t ⟨ht.1.le, ht.2.le⟩)
      obtain ⟨y, hy, hy0⟩ := exists_hasDerivAt_eq_zero (f := g')
        (f' := fun t => f'' t - 2 * K) hp.2
        (fun t ht => (d2 t ⟨hp.1.le.trans ht.1, ht.2⟩).continuousAt.continuousWithinAt)
        (hp0.trans gE'.symm) (fun t ht => d2 t ⟨(hp.1.trans ht.1).le, ht.2.le⟩)
      exact ⟨y, ⟨(hp.1.trans hy.1).le, hy.2.le⟩, hy0⟩
    · rw [uIcc_of_le h.le] at d1 d2 ⊢
      obtain ⟨p, hp, hp0⟩ := exists_hasDerivAt_eq_zero (f := g) (f' := g') h
        (fun t ht => (d1 t ht).continuousAt.continuousWithinAt) (gE.trans gx.symm)
        (fun t ht => d1 t ⟨ht.1.le, ht.2.le⟩)
      obtain ⟨y, hy, hy0⟩ := exists_hasDerivAt_eq_zero (f := g')
        (f' := fun t => f'' t - 2 * K) hp.1
        (fun t ht => (d2 t ⟨ht.1, ht.2.trans hp.2.le⟩).continuousAt.continuousWithinAt)
        (gE'.trans hp0.symm) (fun t ht => d2 t ⟨ht.1.le, (ht.2.trans hp.2).le⟩)
      exact ⟨y, ⟨hy.1.le, (hy.2.trans hp.2).le⟩, hy0⟩
  obtain ⟨y, hyW, hyK⟩ := hy
  exact ⟨y, hyW, by linear_combination hK - (x - E) ^ 2 / 2 * hyK⟩
```

## A bound between the two energies

Let $E_1<E_2$, let $x$ lie between them, and suppose that $|f''|\le M$ on that interval. The constant $M$ is any upper bound on the magnitude of the amplitude's second energy derivative in the window; it is assumed here and not derived from the radial equation. From

$$(x-E_1)(E_2-x)=\frac{(E_2-E_1)^2}{4}-\Big(x-\frac{E_1+E_2}{2}\Big)^2\le\frac{(E_2-E_1)^2}{4}$$

and the error formula it follows that

$$|f(x)-L(x)|\le\frac{M}{2}\cdot\frac{(E_2-E_1)^2}{4}=\frac{M(E_2-E_1)^2}{8}.$$

With the same $M$, halving the window divides the bound by four.

In the proof, `hW` identifies the general interval with the one from $E_1$ to $E_2$. The step `hQ` is the inequality for the product of distances, obtained from the square of $2x-E_1-E_2$.

```lean
/-- If `|f''| ≤ M` between the two energies, the interpolation error there is at
most `M (E₂ - E₁)² / 8`. -/
theorem interpolation_error_le {f f' f'' : ℝ → ℝ} {E₁ E₂ M x : ℝ} (hE : E₁ < E₂)
    (hx : x ∈ Icc E₁ E₂) (h1 : ∀ t ∈ Icc E₁ E₂, HasDerivAt f (f' t) t)
    (h2 : ∀ t ∈ Icc E₁ E₂, HasDerivAt f' (f'' t) t) (hM : ∀ t ∈ Icc E₁ E₂, |f'' t| ≤ M) :
    |f x - interpolant f E₁ E₂ x| ≤ M * (E₂ - E₁) ^ 2 / 8 := by
  have hW : energyWindow x E₁ E₂ = Icc E₁ E₂ := by
    unfold energyWindow
    rw [min_eq_left hE.le, max_eq_right hE.le, min_eq_right hx.1, max_eq_right hx.2]
  obtain ⟨y, hy, he⟩ := interpolation_error hE.ne x (hW ▸ h1) (hW ▸ h2)
  rw [hW] at hy
  have hb := hM y hy
  have hM0 : 0 ≤ M := (abs_nonneg _).trans hb
  have hP : 0 ≤ (x - E₁) * (E₂ - x) :=
    mul_nonneg (sub_nonneg.mpr hx.1) (sub_nonneg.mpr hx.2)
  -- the product of distances is largest at the midpoint
  have hQ : (x - E₁) * (E₂ - x) ≤ (E₂ - E₁) ^ 2 / 4 := by
    nlinarith [sq_nonneg (2 * x - E₁ - E₂)]
  have e : f'' y * (x - E₁) * (x - E₂) / 2 = -(f'' y * ((x - E₁) * (E₂ - x)) / 2) := by
    ring
  have h3 := mul_le_mul_of_nonneg_right hb hP
  have h4 := mul_le_mul_of_nonneg_left hQ hM0
  rw [he, e, abs_neg, abs_div, abs_mul, abs_of_nonneg hP, abs_of_pos (two_pos : (0:ℝ) < 2)]
  linarith
```

## The parabola reaches the bound

For $f(\varepsilon)=\varepsilon^2$ the slope is $s=E_1+E_2$, and

$$x^2-L(x)=(x-E_1)(x-E_2).$$

At the midpoint the absolute error is $(E_2-E_1)^2/4$. Here $f''=2$, so a bound of the form $C\cdot 2\,(E_2-E_1)^2$ on the whole interval requires

$$\frac{(E_2-E_1)^2}{4}\le 2C\,(E_2-E_1)^2,\qquad\text{that is,}\qquad C\ge\frac18 .$$

The theorem states this for every pair $E_1<E_2$, so the constant $1/8$ cannot be improved by restricting attention to narrow windows. Its proof evaluates the assumed bound at the midpoint and derives a contradiction from $C<1/8$.

```lean
/-- For the parabola `f(E) = E²`, whose second derivative is `2`: if the interpolation error is at
most `C * 2 * (E₂ - E₁)²` at every energy from `E₁` to `E₂`, where `E₁ < E₂`, then `C` is at least
`1/8`. -/
theorem eighth_is_sharp {E₁ E₂ C : ℝ} (hE : E₁ < E₂)
    (h : ∀ x ∈ Icc E₁ E₂,
      |x ^ 2 - interpolant (fun t => t ^ 2) E₁ E₂ x| ≤ C * 2 * (E₂ - E₁) ^ 2) :
    1 / 8 ≤ C := by
  have hd : E₂ - E₁ ≠ 0 := sub_ne_zero.mpr hE.ne'
  have hs : (E₂ ^ 2 - E₁ ^ 2) / (E₂ - E₁) = E₂ + E₁ := by
    rw [div_eq_iff hd]; ring
  have hm := h ((E₁ + E₂) / 2) ⟨by linarith, by linarith⟩
  have e : ((E₁ + E₂) / 2) ^ 2 - interpolant (fun t => t ^ 2) E₁ E₂ ((E₁ + E₂) / 2)
      = -((E₂ - E₁) ^ 2 / 4) := by
    simp only [interpolant]
    rw [hs]; ring
  rw [e, abs_neg, abs_of_nonneg (by positivity)] at hm
  have hpos : 0 < (E₂ - E₁) ^ 2 := pow_pos (sub_pos.mpr hE) 2
  by_contra hC
  have := mul_pos (sub_pos.mpr (not_le.mp hC)) hpos
  linarith

end

end LAPWEnergyInterpolation
```

```lean
#print axioms LAPWEnergyInterpolation.interpolant_tendsto_linearised
-- 'LAPWEnergyInterpolation.interpolant_tendsto_linearised' depends on axioms: [propext, Classical.choice, Quot.sound]
#print axioms LAPWEnergyInterpolation.linearisation_error
-- 'LAPWEnergyInterpolation.linearisation_error' depends on axioms: [propext, Classical.choice, Quot.sound]
#print axioms LAPWEnergyInterpolation.interpolation_error_le
-- 'LAPWEnergyInterpolation.interpolation_error_le' depends on axioms: [propext, Classical.choice, Quot.sound]
#print axioms LAPWEnergyInterpolation.eighth_is_sharp
-- 'LAPWEnergyInterpolation.eighth_is_sharp' depends on axioms: [propext, Classical.choice, Quot.sound]
```
